# Selecting one of finitely many particle-number sectors: a chemical potential needs a chord condition, a strong quadratic penalty does not

The sector energies are modelled as a function `E : ℕ → ℝ` on all particle numbers, and a separate number $M$ says which of them count: only the sectors $0,\dots,M$ compete. The value $E_m$, written `E m`, stands for the ground energy with $m$ particles. No Hamiltonian appears, so the results hold for any real numbers $E_0,\dots,E_M$, with or without interactions behind them.

```lean
import Mathlib

open Finset

namespace ParticleSectorSelection

noncomputable section
```

If a Hamiltonian $H$ conserves the particle number $N$, then $H-\mu N$ has lowest energy $E_m-\mu m$ in sector $m$, where the real number $\mu$ is the chemical potential.

```lean
/-- The energy of the sector with `m` particles, shifted by a chemical potential `μ`. -/
def grandEnergy (E : ℕ → ℝ) (μ : ℝ) (m : ℕ) : ℝ := E m - μ * m
```

Adding $c(N-n)^2$ to $H$ instead, with target number $n$ and real strength $c$, gives $E_m+c(m-n)^2$.

```lean
/-- The energy of the sector with `m` particles, with a quadratic penalty of strength `c`
for deviating from the target particle number `n`. -/
def penaltyEnergy (E : ℕ → ℝ) (c : ℝ) (n m : ℕ) : ℝ := E m + c * ((m : ℝ) - n) ^ 2
```

Selection by $\mu$ allows ties.

```lean
/-- Sector `n` has the lowest value of `F` among the sectors `0, ..., M`, ties allowed. -/
def IsMinimizer (M : ℕ) (F : ℕ → ℝ) (n : ℕ) : Prop :=
  n ≤ M ∧ ∀ m ≤ M, F n ≤ F m
```

Selection by the penalty is strict. Uniqueness here concerns sectors: the ground state inside the selected sector may still be degenerate.

```lean
/-- Sector `n` has a strictly lower value of `F` than every other sector among `0, ..., M`. -/
def IsUniqueMinimizer (M : ℕ) (F : ℕ → ℝ) (n : ℕ) : Prop :=
  n ≤ M ∧ ∀ m ≤ M, m ≠ n → F n < F m
```

For a number-conserving model with finitely many sectors, the theorems below tell when a linear shift can place the lowest energy in the sector with $n$ particles, possibly tied with other sectors, and when a quadratic penalty places it there alone. A simulation that searches all sectors at once must still find that lowest energy.

## The target is an allowed sector: $n\le M$

Physically, `hn : n ≤ M` says that the system can hold the requested number of particles. By hand, it lets us compare $n$ with the other allowed sectors. For $a<n$,

$$E_n-\mu n\le E_a-\mu a \iff E_n-E_a\le\mu(n-a) \iff \frac{E_n-E_a}{n-a}\le\mu .$$

For $n<b\le M$,

$$E_n-\mu n\le E_b-\mu b \iff \mu(b-n)\le E_b-E_n \iff \mu\le\frac{E_b-E_n}{b-n}.$$

So $\mu$ selects $n$ exactly when it lies at or above every slope from below and at or below every slope to the right.

```lean
/-- A chemical potential makes sector `n ≤ M` a minimizer among the sectors `0, ..., M` exactly when
it is at least every energy slope from a lower sector to `n` and at most every energy slope from `n`
to a higher sector up to `M`. -/
theorem isMinimizer_grandEnergy_iff {M n : ℕ} (hn : n ≤ M) (E : ℕ → ℝ) (μ : ℝ) :
    IsMinimizer M (grandEnergy E μ) n ↔
      (∀ a, a < n → (E n - E a) / ((n : ℝ) - a) ≤ μ) ∧
      (∀ b, n < b → b ≤ M → μ ≤ (E b - E n) / ((b : ℝ) - n)) := by
  constructor
  · rintro ⟨_, h⟩
    refine ⟨fun a ha => ?_, fun b hb hbM => ?_⟩
    · have hpos : (0 : ℝ) < (n : ℝ) - a := sub_pos.2 (by exact_mod_cast ha)
      have h1 := h a (by omega)
      simp only [grandEnergy] at h1
      rw [div_le_iff₀ hpos]
      linarith
    · have hpos : (0 : ℝ) < (b : ℝ) - n := sub_pos.2 (by exact_mod_cast hb)
      have h1 := h b hbM
      simp only [grandEnergy] at h1
      rw [le_div_iff₀ hpos]
      linarith
  · rintro ⟨h1, h2⟩
    refine ⟨hn, fun m hm => ?_⟩
    rcases lt_trichotomy m n with h | h | h
    · have hpos : (0 : ℝ) < (n : ℝ) - m := sub_pos.2 (by exact_mod_cast h)
      have h3 := (div_le_iff₀ hpos).1 (h1 m h)
      simp only [grandEnergy]
      linarith
    · rw [h]
    · have hpos : (0 : ℝ) < (m : ℝ) - n := sub_pos.2 (by exact_mod_cast h)
      have h3 := (le_div_iff₀ hpos).1 (h2 m h hm)
      simp only [grandEnergy]
      linarith
```

The proof makes these two comparisons. The positive denominator is `hpos`, and `div_le_iff₀` and `le_div_iff₀` clear it. In the converse direction, `lt_trichotomy` separates lower sectors, $n$ itself and higher sectors, and `hn` supplies the first half of `IsMinimizer`.

Without the hypothesis the chord criterion below fails, and even $n\le M+1$ would be too weak. Take $M=0$ and $n=1$: there is no higher allowed sector $b$, so the chord condition holds vacuously, but sector 1 is not available to be a minimizer.

## There are finitely many sectors

The cutoff $M$ stands for a finite capacity, such as a finite set of spin orbitals. By hand, it guarantees that the slopes to the right of $n$, if there are any, have a smallest member. If every lower bound is at most every upper bound, the largest lower bound satisfies all the requirements. If there are no lower bounds, which is the case $n=0$, the smallest upper bound does. If there are no bounds at all, any number will do.

```lean
/-- If no member of a finite family of lower bounds exceeds any member of a finite family of
upper bounds, then some real number satisfies all the bounds. -/
theorem exists_between_bounds (s t : Finset ℕ) (f g : ℕ → ℝ)
    (h : ∀ a ∈ s, ∀ b ∈ t, f a ≤ g b) :
    ∃ μ : ℝ, (∀ a ∈ s, f a ≤ μ) ∧ ∀ b ∈ t, μ ≤ g b := by
  rcases s.eq_empty_or_nonempty with hs | hs
  · rcases t.eq_empty_or_nonempty with ht | ht
    · exact ⟨0, by simp [hs], by simp [ht]⟩
    · obtain ⟨b, _, hmin⟩ := t.exists_min_image g ht
      exact ⟨g b, by simp [hs], hmin⟩
  · -- the largest lower bound does the job
    obtain ⟨a, ha, hmax⟩ := s.exists_max_image f hs
    exact ⟨f a, hmax, h a ha⟩
```

The lemma follows the same cases, with `exists_max_image` and `exists_min_image` providing the extreme members of the finite sets `s` and `t`.

In the smallest case, $M=0$, the only sector is selected by every $\mu$ and, uniquely, by every $c$.

With infinitely many sectors and no control on their energies, both selection methods can fail. Let $E_m=-m^3$ for all $m$ and let $n=0$. A suitable $\mu$ would have to satisfy $\mu\le-m^2$ for every $m\ge1$, which is impossible, although the chord condition is vacuous. The penalty fails too, since $-m^3+cm^2<0$ as soon as $m\geq 1$ exceeds $c$.

## The energy lies on or below every chord

The condition on the energies is

$$(b-a)E_n\le(b-n)E_a+(n-a)E_b\qquad(a<n<b\le M).$$

Divided by $b-a$, it says that $E_n$ is at most the average energy of a mixture of sectors $a$ and $b$ whose mean particle number is $n$. By hand, it is the comparison of a left slope with a right slope. Since $n-a$ and $b-n$ are positive,

$$\frac{E_n-E_a}{n-a}\le\frac{E_b-E_n}{b-n}
\iff (E_n-E_a)(b-n)\le(E_b-E_n)(n-a),$$

and collecting the terms in $E_n$, whose coefficient is $(b-n)+(n-a)=b-a$, gives the chord inequality. If some $\mu$ selects $n$, it sits between the two slopes, so the inequality holds. Conversely, if all these inequalities hold, no lower bound on $\mu$ exceeds an upper bound, and the previous lemma supplies $\mu$.

```lean
/-- Some chemical potential makes sector `n ≤ M` a minimizer among the sectors `0, ..., M` exactly
when the energy of `n` lies on or below every chord joining a lower sector to a higher one up to
`M`. -/
theorem exists_chemicalPotential_iff {M n : ℕ} (hn : n ≤ M) (E : ℕ → ℝ) :
    (∃ μ : ℝ, IsMinimizer M (grandEnergy E μ) n) ↔
      ∀ a b : ℕ, a < n → n < b → b ≤ M →
        ((b : ℝ) - a) * E n ≤ ((b : ℝ) - n) * E a + ((n : ℝ) - a) * E b := by
  -- the chord inequality is the comparison of a left slope with a right slope
  have key : ∀ a b : ℕ, a < n → n < b →
      ((E n - E a) / ((n : ℝ) - a) ≤ (E b - E n) / ((b : ℝ) - n) ↔
        ((b : ℝ) - a) * E n ≤ ((b : ℝ) - n) * E a + ((n : ℝ) - a) * E b) := by
    intro a b ha hb
    have h1 : (0 : ℝ) < (n : ℝ) - a := sub_pos.2 (by exact_mod_cast ha)
    have h2 : (0 : ℝ) < (b : ℝ) - n := sub_pos.2 (by exact_mod_cast hb)
    rw [div_le_div_iff₀ h1 h2]
    constructor <;> intro h <;> linarith
  constructor
  · rintro ⟨μ, hμ⟩ a b ha hb hbM
    obtain ⟨h1, h2⟩ := (isMinimizer_grandEnergy_iff hn E μ).1 hμ
    exact (key a b ha hb).1 ((h1 a ha).trans (h2 b hb hbM))
  · intro h
    obtain ⟨μ, h1, h2⟩ := exists_between_bounds (range n) (Ioc n M)
      (fun a => (E n - E a) / ((n : ℝ) - a)) (fun b => (E b - E n) / ((b : ℝ) - n))
      (fun a ha b hb => (key a b (mem_range.1 ha) (mem_Ioc.1 hb).1).2
        (h a b (mem_range.1 ha) (mem_Ioc.1 hb).1 (mem_Ioc.1 hb).2))
    exact ⟨μ, (isMinimizer_grandEnergy_iff hn E μ).2
      ⟨fun a ha => h1 a (mem_range.2 ha), fun b hb hbM => h2 b (mem_Ioc.2 ⟨hb, hbM⟩)⟩⟩
```

In the proof, `key` is the displayed equivalence. The sets `range n` and `Ioc n M` hold the lower sectors and the higher allowed ones.

The selected sector may be tied. For $M=2$ and energies $0,0,0$, sector 1 is selected only by $\mu=0$, together with both neighbours.

If every sector is to be selectable, it is enough to check neighbours: $2E_{k+1}\le E_k+E_{k+2}$ whenever $k+2\le M$. For necessity, choose $\mu$ selecting $k+1$ and add its comparisons with $k$ and $k+2$; the terms in $\mu$ cancel. For sufficiency, put $d_k=E_{k+1}-E_k$, the cost of adding one particle. The inequality says $d_k\le d_{k+1}$, so for $a<n<b\le M$

$$E_n-E_a=\sum_{k=a}^{n-1}d_k\le(n-a)d_n,\qquad
E_b-E_n=\sum_{k=n}^{b-1}d_k\ge(b-n)d_n .$$

Multiplying the first by $b-n$ and the second by $n-a$ gives

$$(b-n)(E_n-E_a)\le(b-n)(n-a)d_n\le(n-a)(E_b-E_n),$$

which is the chord inequality again.

```lean
/-- Every sector `0, ..., M` can be selected by some chemical potential exactly when twice the
energy of each interior sector is at most the sum of the energies of its two neighbours. -/
theorem all_sectors_selectable_iff (M : ℕ) (E : ℕ → ℝ) :
    (∀ n ≤ M, ∃ μ : ℝ, IsMinimizer M (grandEnergy E μ) n) ↔
      ∀ k, k + 2 ≤ M → 2 * E (k + 1) ≤ E k + E (k + 2) := by
  constructor
  · intro h k hk
    obtain ⟨μ, _, hμ⟩ := h (k + 1) (by omega)
    have h1 := hμ k (by omega)
    have h2 := hμ (k + 2) hk
    simp only [grandEnergy] at h1 h2
    push_cast at h1 h2
    linarith
  · intro hc n hn
    refine (exists_chemicalPotential_iff hn E).2 fun a b ha hb hbM => ?_
    -- the energy cost of adding one particle does not decrease as the particle number grows
    have mono : ∀ j k, k + j + 1 ≤ M → E (k + 1) - E k ≤ E (k + j + 1) - E (k + j) := by
      intro j
      induction j with
      | zero => intro k _; exact le_rfl
      | succ j ih =>
        intro k hk
        have h1 := ih k (by omega)
        have h2 : 2 * E (k + j + 1) ≤ E (k + j) + E (k + j + 1 + 1) := hc (k + j) (by omega)
        rw [show k + (j + 1) = k + j + 1 from rfl]
        linarith
    -- sum the costs above and below `n`
    have up : ∀ j : ℕ, n + j ≤ M → (j : ℝ) * (E (n + 1) - E n) ≤ E (n + j) - E n := by
      intro j
      induction j with
      | zero => intro _; simp
      | succ j ih =>
        intro hj
        have h1 := ih (by omega)
        have h2 := mono j n (by omega)
        rw [show n + (j + 1) = n + j + 1 from rfl]
        push_cast
        linarith
    have down : ∀ i k : ℕ, k + i = n → E n - E k ≤ (i : ℝ) * (E (n + 1) - E n) := by
      intro i
      induction i with
      | zero =>
        intro k hk
        have hkn : k = n := by omega
        simp [hkn]
      | succ i ih =>
        intro k hk
        have h1 := ih (k + 1) (by omega)
        have h2 := mono (i + 1) k (by omega)
        rw [hk] at h2
        push_cast
        linarith
    have U := up (b - n) (by omega)
    rw [Nat.cast_sub hb.le, show n + (b - n) = b by omega] at U
    have D := down (n - a) a (by omega)
    rw [Nat.cast_sub ha.le] at D
    have h1 : (0 : ℝ) ≤ (n : ℝ) - a := sub_nonneg.2 (by exact_mod_cast ha.le)
    have h2 : (0 : ℝ) ≤ (b : ℝ) - n := sub_nonneg.2 (by exact_mod_cast hb.le)
    nlinarith [mul_le_mul_of_nonneg_left U h1, mul_le_mul_of_nonneg_left D h2]
```

Here `mono` proves by induction that the costs never decrease, `up` and `down` are the two summed estimates, and `nlinarith` combines them after the two multiplications.

## The penalty is strong enough

The penalty needs no condition on the shape of the energies, only on its strength: for each other allowed sector $m$, the penalty $c(m-n)^2$ must outweigh any energy gained by moving there from the target sector. The penalty vanishes at $m=n$, so for $m\ne n$

$$E_n<E_m+c(m-n)^2\iff\frac{E_n-E_m}{(m-n)^2}<c .$$

```lean
/-- The quadratic penalty makes sector `n ≤ M` the unique minimizer among the sectors `0, ..., M`
exactly when its strength exceeds `(E n - E m) / (m - n) ^ 2` for every other sector `m ≤ M`. -/
theorem isUniqueMinimizer_penaltyEnergy_iff {M n : ℕ} (hn : n ≤ M) (E : ℕ → ℝ) (c : ℝ) :
    IsUniqueMinimizer M (penaltyEnergy E c n) n ↔
      ∀ m ≤ M, m ≠ n → (E n - E m) / ((m : ℝ) - n) ^ 2 < c := by
  have key : ∀ m : ℕ, m ≠ n → (penaltyEnergy E c n n < penaltyEnergy E c n m ↔
      (E n - E m) / ((m : ℝ) - n) ^ 2 < c) := by
    intro m hne
    have h0 : (m : ℝ) - n ≠ 0 := sub_ne_zero.2 (by exact_mod_cast hne)
    have hpos : 0 < ((m : ℝ) - n) ^ 2 :=
      lt_of_le_of_ne (sq_nonneg _) (pow_ne_zero 2 h0).symm
    rw [div_lt_iff₀ hpos]
    simp only [penaltyEnergy]
    constructor <;> intro h <;> linarith
  exact ⟨fun h m hm hne => (key m hne).1 (h.2 m hm hne),
    fun h => ⟨hn, fun m hm hne => (key m hne).2 (h m hm hne)⟩⟩
```

The hypothesis `m ≠ n` makes the square positive, which `div_lt_iff₀` needs. The theorem gives the exact range of successful strengths.

There are finitely many ratios, so one threshold serves them all. A simple choice is

$$c_0=1+\sum_{m\le M,\;m\ne n}\left|\frac{E_n-E_m}{(m-n)^2}\right| .$$

Each ratio is at most its absolute value, hence at most $c_0-1$, and therefore less than every $c\ge c_0$.

```lean
/-- For arbitrary sector energies, every sufficiently strong quadratic penalty makes the target
sector `n ≤ M` the unique minimizer among the sectors `0, ..., M`. -/
theorem penalty_selects_every_sector {M n : ℕ} (hn : n ≤ M) (E : ℕ → ℝ) :
    ∃ c₀ : ℝ, ∀ c ≥ c₀, IsUniqueMinimizer M (penaltyEnergy E c n) n := by
  refine ⟨1 + ∑ m ∈ range (M + 1), |(E n - E m) / ((m : ℝ) - n) ^ 2|, fun c hc => ?_⟩
  refine (isUniqueMinimizer_penaltyEnergy_iff hn E c).2 fun m hm _ => ?_
  -- each threshold is bounded by the sum of all their absolute values
  have h1 := Finset.single_le_sum
    (f := fun m : ℕ => |(E n - E m) / ((m : ℝ) - n) ^ 2|)
    (fun i _ => abs_nonneg _) (mem_range.2 (Nat.lt_succ_of_le hm))
  have h2 := le_abs_self ((E n - E m) / ((m : ℝ) - n) ^ 2)

  linarith
```

The proof uses this sum, bounding one term by the whole with `single_le_sum`. Its range includes $m=n$, where Lean's convention for division by zero contributes $0$. The threshold can be far from sharp, and it depends on the energies as well as on $n$. The added $1$ is one unit of energy, in whichever unit the $E_m$ are given.

## A dip that no chemical potential reaches

Five energies show what happens when the chord condition is replaced by the neighbour inequality at $n$ alone, and when the penalty is too weak.

```lean
/-- Model sector energies `0, 3, 2, 3, 0` for zero to four particles, and zero beyond. -/
def dipEnergy : ℕ → ℝ
  | 0 => 0
  | 1 => 3
  | 2 => 2
  | 3 => 3
  | _ => 0
```

Take $M=4$ and $n=2$. The neighbour inequality holds, since $2\cdot2\le3+3$. The chord from sector 0 to sector 4 violates the criterion, because $4\cdot2\le2\cdot0+2\cdot0$ is false. In terms of slopes, sector 0 requires $\mu\ge(2-0)/2=1$, while sector 4 requires $\mu\le(0-2)/2=-1$.

For the penalty, the ratios at $m=0,1,3,4$ are $\tfrac12,-1,-1,\tfrac12$, so sector 2 is the unique minimizer exactly when $c>\tfrac12$. At $c=\tfrac12$, sectors 0, 2 and 4 all have penalized energy 2. The general threshold gives $c_0=4$ here.

```lean
/-- For the energies `0, 3, 2, 3, 0`, sector 2 satisfies the nearest-neighbour inequality, yet no
chemical potential selects it; the quadratic penalty selects it uniquely exactly for `c > 1/2`. -/
theorem dipEnergy_sector_two :
    2 * dipEnergy 2 ≤ dipEnergy 1 + dipEnergy 3 ∧
      (¬ ∃ μ : ℝ, IsMinimizer 4 (grandEnergy dipEnergy μ) 2) ∧
      ∀ c : ℝ, IsUniqueMinimizer 4 (penaltyEnergy dipEnergy c 2) 2 ↔ 1 / 2 < c := by
  have e0 : dipEnergy 0 = 0 := rfl
  have e1 : dipEnergy 1 = 3 := rfl
  have e2 : dipEnergy 2 = 2 := rfl
  have e3 : dipEnergy 3 = 3 := rfl
  have e4 : dipEnergy 4 = 0 := rfl
  refine ⟨by rw [e1, e2, e3]; norm_num, ?_, fun c => ⟨fun h => ?_, fun hc => ?_⟩⟩
  · -- sector 0 forces `μ ≥ 1`, sector 4 forces `μ ≤ -1`
    rintro ⟨μ, _, h⟩
    have h0 := h 0 (by omega)
    have h4 := h 4 (by omega)
    simp only [grandEnergy, e0, e2, e4] at h0 h4
    push_cast at h0 h4
    linarith
  · have h0 := h.2 0 (by omega) (by omega)
    simp only [penaltyEnergy, e0, e2] at h0
    push_cast at h0
    linarith
  · refine ⟨by omega, fun m hm hne => ?_⟩
    have hcases : m = 0 ∨ m = 1 ∨ m = 3 ∨ m = 4 := by omega
    rcases hcases with rfl | rfl | rfl | rfl <;>
      simp only [penaltyEnergy, e0, e1, e2, e3, e4] <;> push_cast <;> linarith

end

end ParticleSectorSelection
```

The proof extracts the contradictory bounds on $\mu$ from sectors 0 and 4. For the penalty, comparison with sector 0 forces $c>\tfrac12$; the converse checks the four competing sectors one by one.

```lean
#print axioms ParticleSectorSelection.all_sectors_selectable_iff
#print axioms ParticleSectorSelection.penalty_selects_every_sector
#print axioms ParticleSectorSelection.dipEnergy_sector_two
```

```
'ParticleSectorSelection.all_sectors_selectable_iff' depends on axioms: [propext, Classical.choice, Quot.sound]
'ParticleSectorSelection.penalty_selects_every_sector' depends on axioms: [propext, Classical.choice, Quot.sound]
'ParticleSectorSelection.dipEnergy_sector_two' depends on axioms: [propext, Classical.choice, Quot.sound]
```
